# Screened and bare LMTO secular determinants vanish together when 1 − aP and 1 − aS are invertible

Let $P$, $S$, $a$ and $b$ be complex square matrices of the same finite size, indexed by site and orbital. $P$ is the potential-function matrix at one energy, and $S$ is the structure matrix, for a crystal at one Bloch vector. In the atomic-spheres approximation with the chosen orbitals, an energy at which $P$ is finite is a band energy at that Bloch vector exactly when the bare secular equation $(P-S)v=0$ has a nonzero solution, that is, when $\det(P-S)=0$. The matrix $a$ holds the screening constants and is usually diagonal, but here it is arbitrary. For $X = P$ or $S$, the screened matrix is
$$X^a = X(1-aX)^{-1},$$
provided that $1-aX$ is invertible. The screened secular equation has $P^a-S^a$ in place of $P-S$. Where $1-aP$ is singular, the energy is one at which the screened potential function is undefined; as a function of energy it typically has a pole there. A singular $1-aS$ means that the chosen constants give no screened structure matrix.

## Factorising the secular matrix

By definition $X^a(1-aX)=X$. Since $(1-Xa)X = X-XaX = X(1-aX)$, multiplying by $(1-aX)^{-1}$ from the right gives also $(1-Xa)X^a = X$. Using the first relation for $P$ and the second for $S$,
$$(1-Sa)(P^a-S^a)(1-aP) = (1-Sa)P - S(1-aP) = P-SaP-S+SaP = P-S.$$
Taking determinants, with $\det(1-Sa)=\det(1-aS)$, yields
$$\det(P^a-S^a)\,\det(1-aP)\,\det(1-aS)=\det(P-S).$$
The last two factors on the left are nonzero, so the two secular determinants vanish together. Applied to a vector $v$, the factorisation reads
$$(P-S)v=(1-Sa)(P^a-S^a)(1-aP)v.$$
Because $1-Sa$ is invertible, $v$ solves the bare equation exactly when $(1-aP)v$ solves the screened one.

## Screening twice

If $1-aS$ is invertible, then
$$(1-bS^a)(1-aS) = 1-aS-bS = 1-(a+b)S,$$
so $1-bS^a$ is invertible exactly when $1-(a+b)S$ is. In that case
$$(S^a)^b\,(1-(a+b)S) = (S^a)^b(1-bS^a)(1-aS) = S^a(1-aS) = S,$$
and hence $(S^a)^b=S^{a+b}$.

## Two coupled sites

Take $S=\begin{pmatrix}0&t\\t&0\end{pmatrix}$ and $a=\alpha 1$ with real $t$ and $\alpha$ and $\alpha^2t^2\neq1$. (The Lean version also allows complex values, but $S$ is Hermitian only for real $t$.) Then
$$(1-aS)^{-1}=\frac{1}{1-\alpha^2t^2}\begin{pmatrix}1&\alpha t\\ \alpha t&1\end{pmatrix},\qquad
S^a=\frac{1}{1-\alpha^2t^2}\begin{pmatrix}\alpha t^2&t\\t&\alpha t^2\end{pmatrix}.$$
When $\alpha$ and $t$ are nonzero, screening changes the coupling and creates on-site terms.

## The matrices and the transformation in Lean

The type `n` is the finite set of site and orbital labels.

```lean
import Mathlib

open Matrix

namespace TightBindingLMTO

variable {n : Type*} [Fintype n] [DecidableEq n] {a P S X : Matrix n n ℂ}
```

`screen a X` stands for $X^a$. Lean assigns a value to the inverse of a singular matrix too, but the theorems assume invertibility, written `IsUnit`, wherever they need it.

```lean
/-- The screening transformation `X^a = X (1 - a X)⁻¹` of a structure matrix or a
potential-function matrix, meant for invertible `1 - a X`. -/
noncomputable def screen (a X : Matrix n n ℂ) : Matrix n n ℂ :=
  X * (1 - a * X)⁻¹

/-- The symmetric matrix with zero diagonal and off-diagonal entries `t`. For real `t` it is
Hermitian and models the bare structure matrix of two coupled sites. -/
def dimer (t : ℂ) : Matrix (Fin 2) (Fin 2) ℂ := !![0, t; t, 0]
```

## The secular equation in Lean

The two relations for $X^a$ come first. In the second, `e` is the identity $(1-Xa)X=X(1-aX)$.

```lean
/-- If `1 - a X` is invertible, the screened matrix satisfies the Dyson equation
`X^a (1 - a X) = X`. -/
theorem screen_mul (h : IsUnit (1 - a * X)) : screen a X * (1 - a * X) = X := by
  unfold screen
  rw [Matrix.mul_assoc, Matrix.nonsing_inv_mul _ ((Matrix.isUnit_iff_isUnit_det _).mp h),
    Matrix.mul_one]

/-- If `1 - a X` is invertible, the screened matrix also satisfies the Dyson equation
with the factors in the other order, `(1 - X a) X^a = X`. -/
theorem mul_screen (h : IsUnit (1 - a * X)) : (1 - X * a) * screen a X = X := by
  have e : (1 - X * a) * X = X * (1 - a * X) := by noncomm_ring
  unfold screen
  rw [← Matrix.mul_assoc, e, Matrix.mul_assoc,
    Matrix.mul_nonsing_inv _ ((Matrix.isUnit_iff_isUnit_det _).mp h), Matrix.mul_one]
```

The factorisation follows the calculation above: `noncomm_ring` expands products without commuting matrices, and the rewrite inserts the two relations.

```lean
/-- If `1 - a P` and `1 - a S` are invertible, the bare secular matrix `P - S` is the
screened one multiplied by `1 - S a` on the left and by `1 - a P` on the right. -/
theorem secular_factor (hP : IsUnit (1 - a * P)) (hS : IsUnit (1 - a * S)) :
    (1 - S * a) * (screen a P - screen a S) * (1 - a * P) = P - S := by
  calc (1 - S * a) * (screen a P - screen a S) * (1 - a * P)
      = (1 - S * a) * (screen a P * (1 - a * P))
          - ((1 - S * a) * screen a S) * (1 - a * P) := by noncomm_ring
    _ = (1 - S * a) * P - S * (1 - a * P) := by rw [screen_mul hP, mul_screen hS]
    _ = P - S := by noncomm_ring
```

For the determinant identity, `hc` exchanges $Sa$ for $aS$, and `linear_combination` reorders the scalar factors.

```lean
/-- If `1 - a P` and `1 - a S` are invertible, the screened secular determinant times
`det (1 - a P) det (1 - a S)` is the bare secular determinant. -/
theorem det_secular (hP : IsUnit (1 - a * P)) (hS : IsUnit (1 - a * S)) :
    (screen a P - screen a S).det * (1 - a * P).det * (1 - a * S).det = (P - S).det := by
  have hc : (1 - S * a).det = (1 - a * S).det := Matrix.det_one_sub_mul_comm S a
  have h := congrArg Matrix.det (secular_factor hP hS)
  rw [Matrix.det_mul, Matrix.det_mul, hc] at h
  linear_combination h
```

An invertible matrix has a nonzero determinant, which lets both factors be cancelled.

```lean
/-- If `1 - a P` and `1 - a S` are invertible, the screened secular determinant vanishes
exactly when the bare one does. -/
theorem band_zeros (hP : IsUnit (1 - a * P)) (hS : IsUnit (1 - a * S)) :
    (screen a P - screen a S).det = 0 ↔ (P - S).det = 0 := by
  have h1 := ((Matrix.isUnit_iff_isUnit_det _).mp hP).ne_zero
  have h2 := ((Matrix.isUnit_iff_isUnit_det _).mp hS).ne_zero
  have key := det_secular hP hS
  constructor
  · intro h
    rw [← key, h, zero_mul, zero_mul]
  · intro h
    rw [h] at key
    exact (mul_eq_zero.mp ((mul_eq_zero.mp key).resolve_right h2)).resolve_right h1
```

In the statement for vectors, `*ᵥ` is the matrix–vector product. The step `inj` says that $1-Sa$ annihilates only the zero vector, and `h` is the factorisation applied to $v$.

```lean
/-- If `1 - a P` and `1 - a S` are invertible, a vector `v` solves the bare secular
equation exactly when `(1 - a P) v` solves the screened one. -/
theorem secular_solutions (hP : IsUnit (1 - a * P)) (hS : IsUnit (1 - a * S)) (v : n → ℂ) :
    (P - S) *ᵥ v = 0 ↔ (screen a P - screen a S) *ᵥ ((1 - a * P) *ᵥ v) = 0 := by
  have hu : IsUnit (1 - S * a).det := by
    rw [Matrix.det_one_sub_mul_comm S a]
    exact (Matrix.isUnit_iff_isUnit_det _).mp hS
  -- the invertible left factor has no null vector
  have inj : ∀ y : n → ℂ, (1 - S * a) *ᵥ y = 0 → y = 0 := by
    intro y hy
    calc y = ((1 - S * a)⁻¹ * (1 - S * a)) *ᵥ y := by
          rw [Matrix.nonsing_inv_mul _ hu, Matrix.one_mulVec]
      _ = 0 := by rw [← Matrix.mulVec_mulVec, hy, Matrix.mulVec_zero]
  have h : (1 - S * a) *ᵥ ((screen a P - screen a S) *ᵥ ((1 - a * P) *ᵥ v))
      = (P - S) *ᵥ v := by
    rw [Matrix.mulVec_mulVec, Matrix.mulVec_mulVec, secular_factor hP hS]
  constructor
  · intro hv
    exact inj _ (h.trans hv)
  · intro hv
    rw [← h, hv, Matrix.mulVec_zero]
```

At a fixed Bloch vector, a band calculation with finite matrices may therefore search in energy for zeros of the screened determinant wherever both denominators are invertible. The theorems take $P$ and $S$ as given: they neither derive them from a crystal potential nor address the range of $S^a$ or the linearisation in energy.

## Composition of screenings in Lean

The product of denominators is proved first.

```lean
/-- If `1 - a S` is invertible, the denominators of two successive screenings multiply
to the denominator of the combined one. -/
theorem denominator_mul (ha : IsUnit (1 - a * S)) (b : Matrix n n ℂ) :
    (1 - b * screen a S) * (1 - a * S) = 1 - (a + b) * S := by
  calc (1 - b * screen a S) * (1 - a * S)
      = (1 - a * S) - b * (screen a S * (1 - a * S)) := by noncomm_ring
    _ = (1 - a * S) - b * S := by rw [screen_mul ha]
    _ = 1 - (a + b) * S := by noncomm_ring
```

In the criterion, one direction multiplies two invertible matrices. The other passes to determinants, where a factor of a nonzero product is nonzero.

```lean
/-- If `1 - a S` is invertible, then `1 - b S^a` is invertible exactly when
`1 - (a + b) S` is. -/
theorem rescreen_isUnit_iff (ha : IsUnit (1 - a * S)) (b : Matrix n n ℂ) :
    IsUnit (1 - b * screen a S) ↔ IsUnit (1 - (a + b) * S) := by
  constructor
  · intro h
    rw [← denominator_mul ha b]
    exact h.mul ha
  · intro h
    rw [← denominator_mul ha b, Matrix.isUnit_iff_isUnit_det, Matrix.det_mul] at h
    exact (Matrix.isUnit_iff_isUnit_det _).mpr (isUnit_of_mul_isUnit_left h)
```

The composition law assumes that $1-aS$ and $1-(a+b)S$ are invertible and also returns the invertibility of $1-bS^a$. The equation `hY` is $(S^a)^b(1-(a+b)S)=S$, which is then multiplied by the inverse from the right.

```lean
/-- If `1 - a S` and `1 - (a + b) S` are invertible, the matrix `S^a` can be screened
again by `b`, and the result is `S` screened once by `a + b`. -/
theorem screen_screen (ha : IsUnit (1 - a * S)) {b : Matrix n n ℂ}
    (hab : IsUnit (1 - (a + b) * S)) :
    IsUnit (1 - b * screen a S) ∧ screen b (screen a S) = screen (a + b) S := by
  have hb := (rescreen_isUnit_iff ha b).mpr hab
  refine ⟨hb, ?_⟩
  -- the twice screened matrix solves the Dyson equation of the combined screening
  have hY : screen b (screen a S) * (1 - (a + b) * S) = S := by
    rw [← denominator_mul ha b, ← Matrix.mul_assoc, screen_mul hb, screen_mul ha]
  calc screen b (screen a S)
      = screen b (screen a S) * ((1 - (a + b) * S) * (1 - (a + b) * S)⁻¹) := by
        rw [Matrix.mul_nonsing_inv _ ((Matrix.isUnit_iff_isUnit_det _).mp hab),
          Matrix.mul_one]
    _ = S * (1 - (a + b) * S)⁻¹ := by rw [← Matrix.mul_assoc, hY]
    _ = screen (a + b) S := rfl
```

## The two-site matrix in Lean

The theorem states the example multiplied by $1-\alpha^2t^2$; dividing by this nonzero number gives the matrix $S^a$ displayed earlier. In the proof, `e` computes $1-aS$, `hu` its invertibility, and `hAB` its product with the adjugate. The final steps multiply $S$ by that adjugate and compare entries.

```lean
/-- For two sites with coupling `t` and a common screening constant `α` with
`α² t² ≠ 1`, the screened matrix times `1 - α² t²` has the off-diagonal entries `t` and
the on-site entries `α t²`. -/
theorem screen_dimer (α t : ℂ) (h : 1 - α ^ 2 * t ^ 2 ≠ 0) :
    (1 - α ^ 2 * t ^ 2) • screen (α • (1 : Matrix (Fin 2) (Fin 2) ℂ)) (dimer t)
      = !![α * t ^ 2, t; t, α * t ^ 2] := by
  have e : 1 - (α • (1 : Matrix (Fin 2) (Fin 2) ℂ)) * dimer t
      = !![1, -(α * t); -(α * t), 1] := by
    rw [Matrix.smul_mul, Matrix.one_mul]
    ext i j
    fin_cases i <;> fin_cases j <;> simp [dimer]
  have hu : IsUnit (1 - (α • (1 : Matrix (Fin 2) (Fin 2) ℂ)) * dimer t) := by
    rw [Matrix.isUnit_iff_isUnit_det, e, Matrix.det_fin_two_of, isUnit_iff_ne_zero]
    intro h0
    apply h
    linear_combination h0
  -- the adjugate of the denominator
  have hAB : (1 - (α • (1 : Matrix (Fin 2) (Fin 2) ℂ)) * dimer t) * !![1, α * t; α * t, 1]
      = (1 - α ^ 2 * t ^ 2) • (1 : Matrix (Fin 2) (Fin 2) ℂ) := by
    rw [e]
    ext i j
    fin_cases i <;> fin_cases j <;> simp [Matrix.mul_apply, Fin.sum_univ_two] <;> ring
  calc (1 - α ^ 2 * t ^ 2) • screen (α • (1 : Matrix (Fin 2) (Fin 2) ℂ)) (dimer t)
      = screen (α • (1 : Matrix (Fin 2) (Fin 2) ℂ)) (dimer t)
          * ((1 - α ^ 2 * t ^ 2) • (1 : Matrix (Fin 2) (Fin 2) ℂ)) := by
        rw [Matrix.mul_smul, Matrix.mul_one]
    _ = dimer t * !![1, α * t; α * t, 1] := by
        rw [← hAB, ← Matrix.mul_assoc, screen_mul hu]
    _ = !![α * t ^ 2, t; t, α * t ^ 2] := by
        ext i j
        fin_cases i <;> fin_cases j <;>
          simp [dimer, Matrix.mul_apply, Fin.sum_univ_two] <;> ring

end TightBindingLMTO
```

```lean
#print axioms TightBindingLMTO.band_zeros
#print axioms TightBindingLMTO.secular_solutions
#print axioms TightBindingLMTO.screen_screen
#print axioms TightBindingLMTO.screen_dimer
```

```
'TightBindingLMTO.band_zeros' depends on axioms: [propext, Classical.choice, Quot.sound]
'TightBindingLMTO.secular_solutions' depends on axioms: [propext, Classical.choice, Quot.sound]
'TightBindingLMTO.screen_screen' depends on axioms: [propext, Classical.choice, Quot.sound]
'TightBindingLMTO.screen_dimer' depends on axioms: [propext, Classical.choice, Quot.sound]
```
